# The dispersion energy of dipole-coupled oscillators is never positive and vanishes only without coupling

## Oscillators described by the root of their coupling matrix

The model is specified by a real symmetric positive definite matrix $S$, and the coupling matrix of the oscillators is $C = S^2$. The eigenvalues of $C$ are the squared normal-mode frequencies, so those of $S$ are the frequencies themselves, and $\operatorname{tr} S$ is their sum. In units with $\hbar = 1$, half of this trace is the zero-point energy.

In many-body dispersion (MBD), each atom's fluctuating dipole is represented by a harmonic oscillator, and the oscillators interact through the dipole–dipole coupling. Let $x_i$ be the mass-weighted displacements, with $i$ running over a finite index set; for atoms in space, $i$ labels an atom together with a Cartesian direction. With $\hbar = 1$ the Hamiltonian is

$$H = -\tfrac12 \Delta + \tfrac12 \langle x, Cx\rangle .$$

The diagonal entries $C_{ii} = w_i^2$ hold the frequencies $w_i > 0$ of the uncoupled oscillators, and the off-diagonal entries hold the coupling. Since $S$ is positive definite, so is $C$, which means that the coupling is too weak to make any mode unstable. The MBD energy is the change in zero-point energy caused by the coupling:

$$E = \tfrac12\Big(\operatorname{tr} S - \sum_i w_i\Big).$$

## What is proved

Let $\psi(x) = \exp(-\langle x, Sx\rangle/2)$. Under the assumptions above,

1. $H\psi = \tfrac12 (\operatorname{tr} S)\,\psi$;
2. $E \le 0$;
3. $E = 0$ exactly when $C$ is diagonal.

For two equal one-dimensional oscillators of frequency $w > 0$ with coupling $k$, where $|k| < w^2$, there is also the bound $E \le -k^2/(8w^3)$. The right-hand side is the London term, the leading term of $E$ for small $k$. For undamped point dipoles at distance $R$, $k$ is proportional to $R^{-3}$, so this term falls off as $R^{-6}$.

In dispersion corrections to density-functional calculations, this fixes the sign of the MBD energy for a finite set of harmonic oscillators with given frequencies and a given stable dipole coupling.

## The Gaussian solves the Schrödinger equation

Move from $x$ a distance $t$ along the unit vector $e_i$. Since $S$ is symmetric,

$$\langle x+te_i, S(x+te_i)\rangle = \langle x,Sx\rangle + 2t\,(Sx)_i + t^2 S_{ii}.$$

The first derivative of $\psi(x+te_i)$ in $t$ is therefore $-\big((Sx)_i + tS_{ii}\big)\,\psi(x+te_i)$. Differentiating again and setting $t=0$ gives $\big((Sx)_i^2 - S_{ii}\big)\psi(x)$. Summing over $i$,

$$\Delta\psi = \Big(\sum_i (Sx)_i^2 - \operatorname{tr}S\Big)\psi .$$

The potential contains the same sum, because $\langle x, S^2x\rangle = \langle Sx,Sx\rangle = \sum_i (Sx)_i^2$. The two quadratic terms cancel in $H\psi$, and $\tfrac12(\operatorname{tr}S)\,\psi$ remains.

## The sign of the energy and the case of zero

Symmetry of $S$ gives

$$w_i^2 = C_{ii} = \sum_j S_{ij}^2 \ge S_{ii}^2 ,$$

so $S_{ii}\le w_i$. Summing over $i$ yields $E\le 0$.

If $E=0$, the non-negative differences $w_i - S_{ii}$ add up to zero, so each one vanishes. The identity above then leaves $\sum_{j\ne i}S_{ij}^2=0$ for every $i$. Hence $S$ is diagonal, and so is $C=S^2$.

Conversely, let $C$ be diagonal, so that $S^2e_i = w_i^2e_i$. Put $v = Se_i - w_ie_i$. Then

$$Sv = w_i^2e_i - w_iSe_i = -w_iv ,$$

and $\langle v,Sv\rangle = -w_i\langle v,v\rangle \le 0$. Positive definiteness forces $v=0$, so $S_{ii}=w_i$ for every $i$ and $E=0$.

Positivity matters here. The matrix $S = \begin{pmatrix}0&w\\w&0\end{pmatrix}$ also has the diagonal square $w^2 I$, but its trace is zero, and its Gaussian is not normalisable.

## Two oscillators and the London term

For $C=\begin{pmatrix}w^2&k\\k&w^2\end{pmatrix}$ the mode frequencies are $p=\sqrt{w^2+k}$ and $m=\sqrt{w^2-k}$. The root $S$ has diagonal entries $(p+m)/2$ and off-diagonal entries $(p-m)/2$, so $E=(p+m-2w)/2$.

Set $t=k^2/(4w^3)$. Since $k^2 \le w^4$, we have $t \le w/2$, and both $w^2-2wt$ and $2w-t$ are non-negative. First,

$$(pm)^2 = w^4-k^2 \le (w^2-2wt)^2 ,$$

because $4w^3t=k^2$. Hence $pm\le w^2-2wt$, and

$$(p+m)^2 = 2w^2+2pm \le 4w^2-4wt \le (2w-t)^2 .$$

So $p+m\le 2w-t$, which gives $E\le -t/2=-k^2/(8w^3)$.

## Reading the Lean statement

The index type `n` is finite, and a configuration is a function `n → ℝ`. The symbols `⬝ᵥ` and `*ᵥ` are the dot product and the matrix–vector product. `coordLaplacian` sums the second derivatives along the coordinate axes, `hamiltonian` is $H$ acting on a function, and `gaussianState S` is $\psi$. This Gaussian is unnormalised; for $N$ coordinates the normalised state is $(\det S/\pi^N)^{1/4}\,\psi$, with the same energy.

In `many_body_dispersion`, `hS` and `hpos` state that $S$ is symmetric and positive definite, and `hC` states that $C=S^2$. The hypotheses `hw` and `hd` make each $w_i$ the positive root of $C_{ii}$. `C.IsDiag` means that all off-diagonal entries of $C$ vanish.

The theorem takes $S$ as given and shows that $\psi$ is an eigenfunction; that every symmetric positive definite $C$ has such a root, and that $\psi$ is the ground state, are standard facts it does not establish. The coupling is a fixed matrix, so its dependence on interatomic distance, its damping at short range and the choice of polarisabilities do not enter.

```lean
import Mathlib

open Matrix

namespace ManyBodyDispersion

noncomputable section

variable {n : Type*} [Fintype n] [DecidableEq n]

/-- The Laplacian in Cartesian coordinates: the sum of the second derivatives along the axes. -/
def coordLaplacian (f : (n → ℝ) → ℝ) (x : n → ℝ) : ℝ :=
  ∑ i, deriv (deriv fun t : ℝ => f (x + t • (Pi.single i (1 : ℝ) : n → ℝ))) 0

/-- The Hamiltonian of coupled oscillators with coupling matrix `C`, in units where the mass
and the reduced Planck constant are one. -/
def hamiltonian (C : Matrix n n ℝ) (f : (n → ℝ) → ℝ) (x : n → ℝ) : ℝ :=
  -coordLaplacian f x / 2 + (x ⬝ᵥ C *ᵥ x) / 2 * f x

/-- The Gaussian wavefunction with exponent matrix `S`. -/
def gaussianState (S : Matrix n n ℝ) (x : n → ℝ) : ℝ :=
  Real.exp (-(x ⬝ᵥ S *ᵥ x) / 2)

/-- The many-body dispersion energy: half the trace of `S` minus half the sum of the
frequencies `w` of the uncoupled oscillators. -/
def mbdEnergy (S : Matrix n n ℝ) (w : n → ℝ) : ℝ :=
  (S.trace - ∑ i, w i) / 2

/-- The quadratic form of a symmetric matrix along a coordinate axis is a quadratic polynomial
in the displacement. -/
theorem quadratic_along_axis {S : Matrix n n ℝ} (hS : S.IsSymm) (x : n → ℝ) (i : n) (t : ℝ) :
    (x + t • (Pi.single i (1 : ℝ) : n → ℝ)) ⬝ᵥ S *ᵥ (x + t • (Pi.single i (1 : ℝ) : n → ℝ))
      = x ⬝ᵥ S *ᵥ x + (2 * t * (S *ᵥ x) i + t * t * S i i) := by
  have h1 : x ⬝ᵥ S *ᵥ (Pi.single i (1 : ℝ) : n → ℝ) = (S *ᵥ x) i := by
    rw [Matrix.dotProduct_mulVec, ← Matrix.mulVec_transpose, hS.eq]
    simp
  have h2 : (Pi.single i (1 : ℝ) : n → ℝ) ⬝ᵥ S *ᵥ x = (S *ᵥ x) i := by simp
  have h3 : (Pi.single i (1 : ℝ) : n → ℝ) ⬝ᵥ S *ᵥ (Pi.single i (1 : ℝ) : n → ℝ) = S i i := by
    simp
  simp only [Matrix.mulVec_add, Matrix.mulVec_smul, add_dotProduct, dotProduct_add,
    smul_dotProduct, dotProduct_smul, smul_eq_mul, h1, h2, h3]
  ring

/-- The second derivative at the origin of a Gaussian in one variable with a linear term. -/
theorem second_deriv_gaussian (a b c : ℝ) :
    deriv (deriv fun t : ℝ => Real.exp (-(a + (2 * t * b + t * t * c)) / 2)) 0
      = (b ^ 2 - c) * Real.exp (-a / 2) := by
  have hq : ∀ t : ℝ, HasDerivAt (fun t : ℝ => -(a + (2 * t * b + t * t * c)) / 2)
      (-(b + t * c)) t := by
    intro t
    have h1 := ((hasDerivAt_id' t).const_mul (2 : ℝ)).mul_const b
    have h2 := ((hasDerivAt_id' t).fun_mul (hasDerivAt_id' t)).mul_const c
    exact ((((h1.fun_add h2).const_add a).fun_neg).div_const 2).congr_deriv (by ring)
  have hd := fun t : ℝ => (hq t).exp
  have he : (deriv fun t : ℝ => Real.exp (-(a + (2 * t * b + t * t * c)) / 2))
      = fun t : ℝ => Real.exp (-(a + (2 * t * b + t * t * c)) / 2) * (-(b + t * c)) :=
    funext fun t => (hd t).deriv
  have hl : HasDerivAt (fun t : ℝ => -(b + t * c)) (-c) 0 :=
    ((((hasDerivAt_id' (0 : ℝ)).mul_const c).const_add b).fun_neg).congr_deriv (by ring)
  rw [he]
  refine ((hd 0).fun_mul hl).deriv.trans ?_
  have h0 : -(a + (2 * 0 * b + 0 * 0 * c)) / 2 = -a / 2 := by ring
  simp only [h0]
  ring

/-- For symmetric `S` the Gaussian solves the Schrödinger equation of the oscillators coupled
by `S * S`, with energy half the trace of `S`. -/
theorem gaussian_schrodinger {S : Matrix n n ℝ} (hS : S.IsSymm) (x : n → ℝ) :
    hamiltonian (S * S) (gaussianState S) x = S.trace / 2 * gaussianState S x := by
  have hi : ∀ i, deriv (deriv fun t : ℝ =>
      gaussianState S (x + t • (Pi.single i (1 : ℝ) : n → ℝ))) 0
      = ((S *ᵥ x) i ^ 2 - S i i) * gaussianState S x := by
    intro i
    have hf : (fun t : ℝ => gaussianState S (x + t • (Pi.single i (1 : ℝ) : n → ℝ)))
        = fun t : ℝ =>
          Real.exp (-(x ⬝ᵥ S *ᵥ x + (2 * t * (S *ᵥ x) i + t * t * S i i)) / 2) := by
      funext t
      rw [gaussianState, quadratic_along_axis hS]
    rw [hf, second_deriv_gaussian]
    rfl
  -- the potential is the squared length of `S x`
  have hC : x ⬝ᵥ (S * S) *ᵥ x = ∑ i, (S *ᵥ x) i ^ 2 := by
    rw [← Matrix.mulVec_mulVec, Matrix.dotProduct_mulVec, ← Matrix.mulVec_transpose, hS.eq]
    simp only [dotProduct, pow_two]
  have ht : S.trace = ∑ i, S i i := rfl
  simp only [hamiltonian, coordLaplacian, hi]
  rw [← Finset.sum_mul, Finset.sum_sub_distrib, hC, ht]
  ring

/-- A diagonal entry of `S` is at most the frequency `w` of the uncoupled oscillator, and if
they agree, the other entries of that row of `S` vanish. -/
theorem diagonal_le_frequency {S : Matrix n n ℝ} (hS : S.IsSymm) {i : n} {w : ℝ}
    (hw : 0 < w) (hd : (S * S) i i = w ^ 2) :
    S i i ≤ w ∧ (S i i = w → ∀ j, j ≠ i → S i j = 0) := by
  have hrow : (S * S) i i = ∑ j, S i j ^ 2 := by
    rw [Matrix.mul_apply]
    refine Finset.sum_congr rfl fun j _ => ?_
    rw [hS.apply i j, pow_two]
  have hsplit : S i i ^ 2 + ∑ j ∈ Finset.univ.erase i, S i j ^ 2 = ∑ j, S i j ^ 2 :=
    Finset.add_sum_erase Finset.univ (fun j => S i j ^ 2) (Finset.mem_univ i)
  have hrest : 0 ≤ ∑ j ∈ Finset.univ.erase i, S i j ^ 2 :=
    Finset.sum_nonneg fun j _ => sq_nonneg _
  constructor
  · by_contra h
    have h' := lt_of_not_ge h
    nlinarith
  · intro he j hj
    have hle : S i j ^ 2 ≤ ∑ j ∈ Finset.univ.erase i, S i j ^ 2 :=
      Finset.single_le_sum (f := fun j => S i j ^ 2) (fun j _ => sq_nonneg _)
        (Finset.mem_erase.mpr ⟨hj, Finset.mem_univ j⟩)
    rw [he] at hsplit
    have h0 : S i j ^ 2 = 0 := le_antisymm (by linarith) (sq_nonneg _)
    exact pow_eq_zero_iff (two_ne_zero) |>.mp h0

/-- If the coupling matrix `S * S` is diagonal and `S` is positive definite, the diagonal
entries of `S` are the frequencies of the uncoupled oscillators. -/
theorem diagonal_eq_frequency {S : Matrix n n ℝ}
    (hpos : ∀ x, x ≠ 0 → 0 < x ⬝ᵥ S *ᵥ x) (hdiag : (S * S).IsDiag) {i : n} {w : ℝ}
    (hw : 0 < w) (hd : (S * S) i i = w ^ 2) : S i i = w := by
  obtain ⟨e, he⟩ : ∃ e : n → ℝ, e = Pi.single i 1 := ⟨_, rfl⟩
  have hcol : ∀ (A : Matrix n n ℝ) (j : n), (A *ᵥ e) j = A j i := by
    intro A j
    simp [he]
  have hCe : (S * S) *ᵥ e = w ^ 2 • e := by
    ext j
    rw [hcol]
    by_cases hj : j = i
    · subst hj
      simp [hd, he]
    · rw [hdiag hj]
      simp [he, hj]
  obtain ⟨v, hv⟩ : ∃ v : n → ℝ, v = S *ᵥ e - w • e := ⟨_, rfl⟩
  -- `v` would be an eigenvector of `S` with a negative eigenvalue
  have hSv : S *ᵥ v = (-w) • v := by
    rw [hv, Matrix.mulVec_sub, Matrix.mulVec_smul, Matrix.mulVec_mulVec, hCe]
    module
  have hv0 : v = 0 := by
    by_contra hne
    have h1 := hpos v hne
    rw [hSv, dotProduct_smul, smul_eq_mul] at h1
    have h2 : 0 ≤ v ⬝ᵥ v := Finset.sum_nonneg fun j _ => mul_self_nonneg (v j)
    nlinarith [mul_nonneg hw.le h2]
  have h := congrFun (hv.symm.trans hv0) i
  rw [Pi.sub_apply, hcol, Pi.smul_apply, he] at h
  simp only [Pi.single_eq_same, smul_eq_mul, mul_one, Pi.zero_apply] at h
  linarith

/-- Many-body dispersion: for `C = S * S` with `S` positive definite, the Gaussian has energy
half the trace of `S`; the dispersion energy is never positive, and it is zero exactly when
`C` is diagonal. -/
theorem many_body_dispersion {S C : Matrix n n ℝ} {w : n → ℝ} (hS : S.IsSymm)
    (hpos : ∀ x, x ≠ 0 → 0 < x ⬝ᵥ S *ᵥ x) (hC : C = S * S)
    (hw : ∀ i, 0 < w i) (hd : ∀ i, C i i = w i ^ 2) :
    (∀ x, hamiltonian C (gaussianState S) x = S.trace / 2 * gaussianState S x) ∧
      mbdEnergy S w ≤ 0 ∧ (mbdEnergy S w = 0 ↔ C.IsDiag) := by
  subst hC
  have hle : ∀ i ∈ Finset.univ, S i i ≤ w i :=
    fun i _ => (diagonal_le_frequency hS (hw i) (hd i)).1
  have ht : S.trace = ∑ i, S i i := rfl
  refine ⟨gaussian_schrodinger hS, ?_, ?_, ?_⟩
  · have := Finset.sum_le_sum hle
    rw [mbdEnergy, ht]
    linarith
  · intro h
    rw [mbdEnergy, ht] at h
    have heq := (Finset.sum_eq_sum_iff_of_le hle).mp (by linarith)
    have hoff : ∀ i j, j ≠ i → S i j = 0 := fun i =>
      (diagonal_le_frequency hS (hw i) (hd i)).2 (heq i (Finset.mem_univ i))
    intro i j hij
    rw [Matrix.mul_apply]
    refine Finset.sum_eq_zero fun k _ => ?_
    by_cases hk : k = i
    · rw [hk, hoff i j hij.symm, mul_zero]
    · rw [hoff i k hk, zero_mul]
  · intro h
    have heq : ∑ i, S i i = ∑ i, w i :=
      Finset.sum_congr rfl fun i _ => diagonal_eq_frequency hpos h (hw i) (hd i)
    rw [mbdEnergy, ht, heq, sub_self, zero_div]

/-- The matrix `S` for two equal oscillators of frequency `w` with coupling `k`, written with
the square roots of `w ^ 2 + k` and `w ^ 2 - k`. -/
def dimerRoot (w k : ℝ) : Matrix (Fin 2) (Fin 2) ℝ :=
  !![(√(w ^ 2 + k) + √(w ^ 2 - k)) / 2, (√(w ^ 2 + k) - √(w ^ 2 - k)) / 2;
     (√(w ^ 2 + k) - √(w ^ 2 - k)) / 2, (√(w ^ 2 + k) + √(w ^ 2 - k)) / 2]

/-- For coupling weaker than `w ^ 2`, the dimer matrix is symmetric and positive definite, and
its square is the coupling matrix of the dimer. -/
theorem dimerRoot_witness {w k : ℝ} (hk : |k| < w ^ 2) :
    (dimerRoot w k).IsSymm ∧ (∀ x, x ≠ 0 → 0 < x ⬝ᵥ dimerRoot w k *ᵥ x) ∧
      !![w ^ 2, k; k, w ^ 2] = dimerRoot w k * dimerRoot w k := by
  obtain ⟨hk1, hk2⟩ := abs_lt.mp hk
  have hp0 : 0 < √(w ^ 2 + k) := Real.sqrt_pos.mpr (by linarith)
  have hm0 : 0 < √(w ^ 2 - k) := Real.sqrt_pos.mpr (by linarith)
  have hp : √(w ^ 2 + k) * √(w ^ 2 + k) = w ^ 2 + k := Real.mul_self_sqrt (by linarith)
  have hm : √(w ^ 2 - k) * √(w ^ 2 - k) = w ^ 2 - k := Real.mul_self_sqrt (by linarith)
  unfold dimerRoot
  generalize √(w ^ 2 + k) = p at hp0 hp ⊢
  generalize √(w ^ 2 - k) = m at hm0 hm ⊢
  refine ⟨?_, ?_, ?_⟩
  · apply Matrix.IsSymm.ext
    intro i j
    fin_cases i <;> fin_cases j <;> rfl
  · intro x hx
    -- in normal coordinates the form is a sum of two squares
    have e : x ⬝ᵥ !![(p + m) / 2, (p - m) / 2; (p - m) / 2, (p + m) / 2] *ᵥ x
        = (p * (x 0 + x 1) ^ 2 + m * (x 0 - x 1) ^ 2) / 2 := by
      simp [Matrix.mulVec, dotProduct, Fin.sum_univ_two]
      ring
    rw [e]
    by_cases hs : x 0 + x 1 = 0
    · have hne : x 0 - x 1 ≠ 0 := by
        intro hdif
        apply hx
        ext i
        fin_cases i
        · change x 0 = 0
          linarith
        · change x 1 = 0
          linarith
      positivity
    · positivity
  · ext i j
    fin_cases i <;> fin_cases j <;> simp [Matrix.mul_apply, Fin.sum_univ_two] <;>
      first
        | linear_combination -(hp + hm) / 2
        | linear_combination -(hp - hm) / 2

/-- The dispersion energy of the dimer is at most the London term `-k ^ 2 / (8 * w ^ 3)`. -/
theorem dimer_london_bound {w k : ℝ} (hw : 0 < w) (hk : |k| < w ^ 2) :
    mbdEnergy (dimerRoot w k) (fun _ => w) ≤ -(k ^ 2 / (8 * w ^ 3)) := by
  obtain ⟨hk1, hk2⟩ := abs_lt.mp hk
  have hE : mbdEnergy (dimerRoot w k) (fun _ => w)
      = (√(w ^ 2 + k) + √(w ^ 2 - k) - 2 * w) / 2 := by
    rw [mbdEnergy, Matrix.trace_fin_two, Fin.sum_univ_two]
    change ((√(w ^ 2 + k) + √(w ^ 2 - k)) / 2 + (√(w ^ 2 + k) + √(w ^ 2 - k)) / 2
      - (w + w)) / 2 = _
    ring
  have hp0 : 0 ≤ √(w ^ 2 + k) := Real.sqrt_nonneg _
  have hm0 : 0 ≤ √(w ^ 2 - k) := Real.sqrt_nonneg _
  have hp : √(w ^ 2 + k) * √(w ^ 2 + k) = w ^ 2 + k := Real.mul_self_sqrt (by linarith)
  have hm : √(w ^ 2 - k) * √(w ^ 2 - k) = w ^ 2 - k := Real.mul_self_sqrt (by linarith)
  rw [hE]
  generalize √(w ^ 2 + k) = p at hp0 hp ⊢
  generalize √(w ^ 2 - k) = m at hm0 hm ⊢
  obtain ⟨t, ht⟩ : ∃ t, t = k ^ 2 / (4 * w ^ 3) := ⟨_, rfl⟩
  have htk : 4 * w ^ 3 * t = k ^ 2 := by
    rw [ht]
    field_simp
  have hgoal : k ^ 2 / (8 * w ^ 3) = t / 2 := by
    rw [ht]
    field_simp
    ring
  have hk4 : k ^ 2 ≤ w ^ 4 := by
    nlinarith [mul_pos (sub_pos.mpr hk2) (by linarith : 0 < w ^ 2 + k)]
  have htw : t ≤ w / 2 := by
    by_contra h
    have h' := lt_of_not_ge h
    nlinarith [mul_pos (pow_pos hw 3) (sub_pos.mpr h'), pow_pos hw 4]
  -- first bound the product of the two mode frequencies, then their sum
  have hprod : p * m ≤ w ^ 2 - 2 * w * t := by
    refine (sq_le_sq₀ (mul_nonneg hp0 hm0) (by nlinarith)).mp ?_
    have hpm : (p * m) ^ 2 = w ^ 4 - k ^ 2 := by
      calc (p * m) ^ 2 = (p * p) * (m * m) := by ring
        _ = w ^ 4 - k ^ 2 := by rw [hp, hm]; ring
    rw [hpm]
    nlinarith [sq_nonneg (w * t)]
  have hsum : p + m ≤ 2 * w - t := by
    refine (sq_le_sq₀ (add_nonneg hp0 hm0) (by linarith)).mp ?_
    nlinarith [sq_nonneg t]
  rw [hgoal]
  linarith

end

end ManyBodyDispersion
```

```lean
#print axioms ManyBodyDispersion.many_body_dispersion
-- 'ManyBodyDispersion.many_body_dispersion' depends on axioms: [propext, Classical.choice, Quot.sound]
#print axioms ManyBodyDispersion.dimer_london_bound
-- 'ManyBodyDispersion.dimer_london_bound' depends on axioms: [propext, Classical.choice, Quot.sound]
```

## How the proof follows the derivation

**The eigenvalue equation.** `quadratic_along_axis` expands the quadratic form along an axis. `second_deriv_gaussian` differentiates the resulting function of $t$ twice, with $a=\langle x,Sx\rangle$, $b=(Sx)_i$ and $c=S_{ii}$. It builds each derivative with `HasDerivAt`, so differentiability is established along the way. `gaussian_schrodinger` combines the two, rewrites the potential as $\sum_i (Sx)_i^2$ in the step `hC`, and lets `ring` carry out the cancellation.

**The diagonal of $S$.** `diagonal_le_frequency` writes $C_{ii}$ as a sum of squares and splits off the term $S_{ii}^2$. If $S_{ii}$ exceeded $w$, its square would exceed $w^2$, and `nlinarith` finds this contradiction. In the case of equality the remaining squares sum to zero, so each of them is zero. `diagonal_eq_frequency` is the argument with $v$: `hSv` is the equation $Sv=-wv$, `hv0` uses positivity to obtain $v=0$, and the $i$-th component gives $S_{ii}=w$.

**The main theorem.** `many_body_dispersion` sums the inequalities to get the sign. For zero energy, `Finset.sum_eq_sum_iff_of_le` turns equality of the sums into equality of each term. The off-diagonal entries of $S$ then vanish, and the product formula shows the same for $C$. The converse applies `diagonal_eq_frequency` to each index.

**The dimer.** `dimerRoot_witness` checks that the explicit root meets the assumptions on $S$ and squares to the stated $C$. Its positivity comes from writing the quadratic form as $\big(p(x_0+x_1)^2+m(x_0-x_1)^2\big)/2$, where the two combinations of coordinates are the normal modes up to scaling. `dimer_london_bound` first computes the energy in `hE`, then bounds the product of the frequencies in `hprod` and their sum in `hsum`. Both bounds compare squares of non-negative numbers through `sq_le_sq₀`, as in the derivation above.
